# Adding equal-amplitude pairs to $v$ electrons of seniority $v$ scales the mean of a trace-free level field by $(n-N)/(n-v)$

**Q:** Which operators and conventions does the Lean file fix?

**A:** There are $n$ levels, `Fintype.card κ`, holding $N$ electrons once the pairs are added. Level $k$ has two states, such as spin up and spin down in one orbital, with annihilators $a_k$ = `c (.inl k)` and $b_k$ = `c (.inr k)`, finite complex matrices with `ᴴ` as $\dagger$. `CAR` postulates the anticommutation relations, which encode fermionic antisymmetry.

```lean
import Mathlib

open Matrix
open scoped ComplexOrder

namespace SeniorityCrystalField

noncomputable section

variable {ι κ m : Type*} [DecidableEq ι] [Fintype κ] [DecidableEq κ] [Fintype m] [DecidableEq m]

/-- The canonical anticommutation relations for a family of fermion annihilators. -/
structure CAR (c : ι → Matrix m m ℂ) : Prop where
  anti : ∀ i j, c i * c j + c j * c i = 0
  mixed : ∀ i j, c i * (c j)ᴴ + (c j)ᴴ * c i = if i = j then 1 else 0
```

For weights $f_k$, set $P_f=\sum_k f_kb_ka_k$ and $F_f=\sum_k f_k(a_k^\dagger a_k+b_k^\dagger b_k)$. Unit weights give $P$ and the electron number $\hat N$. Lean allows complex $f$; a physical field has real $f$.

```lean
/-- The weighted pair annihilator `∑ f_k b_k a_k`, with `a_k = c (inl k)`, `b_k = c (inr k)`.
Unit weights give `P`. -/
def pairOp (c : κ ⊕ κ → Matrix m m ℂ) (f : κ → ℂ) : Matrix m m ℂ :=
  ∑ k, f k • (c (.inr k) * c (.inl k))

/-- The level operator `F = ∑ f_k (a_k† a_k + b_k† b_k)`. Unit weights give the electron number. -/
def levelOp (c : κ ⊕ κ → Matrix m m ℂ) (f : κ → ℂ) : Matrix m m ℂ :=
  ∑ k, f k • ((c (.inl k))ᴴ * c (.inl k) + (c (.inr k))ᴴ * c (.inr k))
```

Write $\psi_j=(P^\dagger)^j\psi$. It is unnormalised, so `mean` divides by its squared norm.

```lean
/-- The unnormalised state `(P†)^j ψ`, in which `j` pairs have been added to `ψ`. -/
def pairState (c : κ ⊕ κ → Matrix m m ℂ) (ψ : m → ℂ) : ℕ → m → ℂ
  | 0 => ψ
  | j + 1 => (pairOp c 1)ᴴ *ᵥ pairState c ψ j

/-- The mean of `A` in the normalised state along `ψ`, for `ψ ≠ 0`. -/
def mean (A : Matrix m m ℂ) (ψ : m → ℂ) : ℂ := (star ψ ⬝ᵥ (A *ᵥ ψ)) / (star ψ ⬝ᵥ ψ)
```

**Q:** How do pairs and field interact?

**A:** Moving $a_l^\dagger$ or $b_l^\dagger$ left through $b_ka_k$ gives
$$[P_f,a_l^\dagger]=f_lb_l,\qquad [P_f,b_l^\dagger]=-f_la_l.$$
`move` does this for any matrix `Z` whose anticommutators with all $a_k$ and $b_k$ are scalars.

```lean
variable {c : κ ⊕ κ → Matrix m m ℂ} {ψ : m → ℂ} {v : ℕ}

/-- Commuting `P_f` past a creator of level `l` leaves the partner annihilator times `f_l` or
`-f_l`; it commutes with every annihilator. -/
theorem pairOp_comm (h : CAR c) (f : κ → ℂ) (l : κ) :
    pairOp c f * (c (.inl l))ᴴ = (c (.inl l))ᴴ * pairOp c f + f l • c (.inr l) ∧
    pairOp c f * (c (.inr l))ᴴ = (c (.inr l))ᴴ * pairOp c f - f l • c (.inl l) ∧
    ∀ i, pairOp c f * c i = c i * pairOp c f := by
  have move : ∀ (Z : Matrix m m ℂ) (α β : κ → ℂ),
      (∀ k, c (.inl k) * Z + Z * c (.inl k) = α k • (1 : Matrix m m ℂ)) →
      (∀ k, c (.inr k) * Z + Z * c (.inr k) = β k • (1 : Matrix m m ℂ)) →
      pairOp c f * Z = Z * pairOp c f +
        ∑ k, f k • (α k • c (.inr k) - β k • c (.inl k)) := by
    intro Z α β ha hb
    rw [pairOp, Finset.sum_mul, Finset.mul_sum, ← Finset.sum_add_distrib]
    refine Finset.sum_congr rfl fun k _ => ?_
    have e : c (.inr k) * c (.inl k) * Z = c (.inr k) * (c (.inl k) * Z + Z * c (.inl k))
        - (c (.inr k) * Z + Z * c (.inr k)) * c (.inl k)
        + Z * (c (.inr k) * c (.inl k)) := by noncomm_ring
    rw [smul_mul_assoc, mul_smul_comm, e, ha, hb, mul_smul_comm, mul_one, smul_mul_assoc, one_mul]
    module
  refine ⟨?_, ?_, fun i => ?_⟩
  · simpa [ite_smul] using move (c (.inl l))ᴴ (fun k => if k = l then 1 else 0) 0
      (fun k => by rw [h.mixed]; by_cases hk : k = l <;> simp [hk])
      (fun k => by rw [h.mixed]; simp)
  · simpa [ite_smul, sub_eq_add_neg] using move (c (.inr l))ᴴ 0 (fun k => if k = l then 1 else 0)
      (fun k => by rw [h.mixed]; simp)
      (fun k => by rw [h.mixed]; by_cases hk : k = l <;> simp [hk])
  · simpa using move (c i) 0 0 (fun k => by rw [h.anti]; simp) (fun k => by rw [h.anti]; simp)
```

Since $P^\dagger=\sum_l a_l^\dagger b_l^\dagger$, each level contributes $f_l(b_lb_l^\dagger-a_l^\dagger a_l)$, so $[P_f,P^\dagger]=\sum_l f_l-F_f$.

```lean
/-- The quasispin commutator `[P_f, P†] = ∑ f_k - F`. -/
theorem pairOp_creation (h : CAR c) (f : κ → ℂ) :
    pairOp c f * (pairOp c 1)ᴴ =
      (pairOp c 1)ᴴ * pairOp c f + (∑ k, f k) • (1 : Matrix m m ℂ) - levelOp c f := by
  have e : (pairOp c 1)ᴴ = ∑ l, (c (.inl l))ᴴ * (c (.inr l))ᴴ := by
    simp [pairOp, conjTranspose_sum]
  rw [e, Finset.mul_sum, Finset.sum_mul, levelOp, Finset.sum_smul, add_sub_assoc,
    ← Finset.sum_sub_distrib, ← Finset.sum_add_distrib]
  refine Finset.sum_congr rfl fun l _ => ?_
  obtain ⟨hA, hB, -⟩ := pairOp_comm h f l
  have hb : c (.inr l) * (c (.inr l))ᴴ = 1 - (c (.inr l))ᴴ * c (.inr l) :=
    eq_sub_of_add_eq (by simpa using h.mixed (.inr l) (.inr l))
  rw [← mul_assoc, hA, add_mul, mul_assoc (c (.inl l))ᴴ (pairOp c f), hB, smul_mul_assoc, hb,
    mul_sub, mul_smul_comm, ← mul_assoc]
  module
```

Also $[P,a_l^\dagger a_l]=b_la_l$ and $[P,b_l^\dagger b_l]=-a_lb_l=b_la_l$, so $[P,F_f]=2P_f$.

```lean
/-- The quasispin commutator `[P, F] = 2 P_f`. -/
theorem pairOp_levelOp (h : CAR c) (f : κ → ℂ) :
    pairOp c 1 * levelOp c f = levelOp c f * pairOp c 1 + (2 : ℂ) • pairOp c f := by
  have e : pairOp c f = ∑ k, f k • (c (.inr k) * c (.inl k)) := rfl
  rw [e, levelOp, Finset.mul_sum, Finset.sum_mul, Finset.smul_sum, ← Finset.sum_add_distrib]
  refine Finset.sum_congr rfl fun l _ => ?_
  obtain ⟨hA, hB, hc⟩ := pairOp_comm h 1 l
  simp only [Pi.one_apply, one_smul] at hA hB
  have t1 : pairOp c 1 * ((c (.inl l))ᴴ * c (.inl l)) =
      (c (.inl l))ᴴ * c (.inl l) * pairOp c 1 + c (.inr l) * c (.inl l) := by
    rw [← mul_assoc, hA, add_mul, mul_assoc (c (.inl l))ᴴ (pairOp c 1), hc, ← mul_assoc]
  have t2 : pairOp c 1 * ((c (.inr l))ᴴ * c (.inr l)) =
      (c (.inr l))ᴴ * c (.inr l) * pairOp c 1 + c (.inr l) * c (.inl l) := by
    rw [← mul_assoc, hB, sub_mul, mul_assoc (c (.inr l))ᴴ (pairOp c 1), hc, ← mul_assoc,
      eq_neg_of_add_eq_zero_left (h.anti (.inr l) (.inl l)), sub_eq_add_neg]
  rw [mul_smul_comm, mul_add, t1, t2, smul_mul_assoc, add_mul]
  module
```

**Q:** Does $\psi_j$ have the right electron number, and can it vanish?

**A:** Let $\hat N\psi=v\psi$ and $P\psi=0$: no equal-amplitude pair can be removed, which is the seniority condition. The adjoint of $[P,\hat N]=2P$ shows that each $P^\dagger$ adds two electrons.

```lean
/-- If the electron number operator multiplies `ψ` by `v`, it multiplies `(P†)^j ψ` by `v + 2j`. The
latter vector may be zero. -/
theorem pairState_number (h : CAR c) (hv : levelOp c 1 *ᵥ ψ = (v : ℂ) • ψ) (j : ℕ) :
    levelOp c 1 *ᵥ pairState c ψ j = ((v : ℂ) + 2 * j) • pairState c ψ j := by
  have hN : (levelOp c 1)ᴴ = levelOp c 1 := by simp [levelOp, conjTranspose_sum]
  have comm : levelOp c 1 * (pairOp c 1)ᴴ =
      (pairOp c 1)ᴴ * levelOp c 1 + (2 : ℂ) • (pairOp c 1)ᴴ := by
    simpa [hN] using congrArg conjTranspose (pairOp_levelOp h 1)
  induction j with
  | zero => simpa [pairState] using hv
  | succ j ih =>
    change levelOp c 1 *ᵥ ((pairOp c 1)ᴴ *ᵥ pairState c ψ j) =
      _ • ((pairOp c 1)ᴴ *ᵥ pairState c ψ j)
    rw [mulVec_mulVec, comm, add_mulVec, ← mulVec_mulVec, ih, smul_mulVec, mulVec_smul]
    push_cast
    module
```

Hence $P\psi_{j+1}=P^\dagger P\psi_j+(n-v-2j)\psi_j$. By induction $P\psi_{j+1}=K_j\psi_j$, with $K_j=(j+1)(n-v-j)$. For $v+j<n$ this factor is nonzero, so $\psi_{j+1}\ne0$ if $\psi_j\neq0$. For $v+j=n$ it is zero, and $\langle\psi_{j+1}|\psi_{j+1}\rangle=K_j\langle\psi_j|\psi_j\rangle$ shows that $\psi_{j+1}$ vanishes.

```lean
/-- If `ψ` has `v` electrons and `P ψ = 0`, removing a pair from `(P†)^(j+1) ψ` gives
`(j+1)(n-v-j)` times `(P†)^j ψ`. -/
theorem pairState_lower (h : CAR c) (hP : pairOp c 1 *ᵥ ψ = 0)
    (hv : levelOp c 1 *ᵥ ψ = (v : ℂ) • ψ) (j : ℕ) :
    pairOp c 1 *ᵥ pairState c ψ (j + 1) =
      (((j : ℂ) + 1) * (Fintype.card κ - v - j)) • pairState c ψ j := by
  have step : ∀ j, pairOp c 1 *ᵥ pairState c ψ (j + 1) =
      (pairOp c 1)ᴴ *ᵥ (pairOp c 1 *ᵥ pairState c ψ j) +
        ((Fintype.card κ : ℂ) - (v + 2 * j)) • pairState c ψ j := by
    intro j
    change pairOp c 1 *ᵥ ((pairOp c 1)ᴴ *ᵥ pairState c ψ j) = _
    rw [mulVec_mulVec, pairOp_creation h, sub_mulVec, add_mulVec, ← mulVec_mulVec, smul_mulVec,
      one_mulVec, pairState_number h hv]
    simp only [Pi.one_apply, Finset.sum_const, Finset.card_univ, nsmul_eq_mul, mul_one]
    module
  induction j with
  | zero => rw [step]; simp [pairState, hP]
  | succ j ih =>
    have hs : (pairOp c 1)ᴴ *ᵥ pairState c ψ j = pairState c ψ (j + 1) := rfl
    rw [step, ih, mulVec_smul, hs]
    push_cast
    module
```

**Q:** And the mean of the field?

**A:** Take a trace-free field, $\sum_k f_k=0$, and let $x_i=\langle\psi_i|\psi_i\rangle$, $y_i=\langle\psi_i|F_f\psi_i\rangle$, $z_i=\langle\psi_i|P_f\psi_{i+1}\rangle$. The commutators give
$$x_{i+1}=K_ix_i,\quad y_{i+1}=K_iy_i+2z_i,\quad z_{i+1}=K_iz_i-y_{i+1},\quad z_0=-y_0.$$
Induction, using $K_{i+1}=K_i+n-v-2i-2$, yields
$$(n-v)x_0y_i=(n-v-2i)x_iy_0,\quad (n-v)x_0z_i=-K_ix_iy_0.$$
Dividing the first by $(n-v)x_0x_i$ at $i=j$ gives the factor $(n-N)/(n-v)$, where $N=v+2j$.

These two identities are `key`. Its induction step rests on `linear_combination`: we supply the multiple of each recursion and induction hypothesis, and `ring` checks that the difference vanishes. Keeping `key` free of fractions postpones division to the last lines.

```lean
/-- Let `∑ f_k = 0` and let `ψ ≠ 0` have `v < n` electrons and `P ψ = 0`. For `v + j ≤ n` the state
`(P†)^j ψ` is nonzero, has `N = v + 2j` electrons, and its mean of `F` is `(n-N)/(n-v)` times
that of `ψ`. -/
theorem crystal_field_reversal (h : CAR c) {f : κ → ℂ} (hf : ∑ k, f k = 0) (hψ : ψ ≠ 0)
    (hP : pairOp c 1 *ᵥ ψ = 0) (hv : levelOp c 1 *ᵥ ψ = (v : ℂ) • ψ)
    (hvn : v < Fintype.card κ) {j N : ℕ} (hj : v + j ≤ Fintype.card κ) (hN : N = v + 2 * j) :
    pairState c ψ j ≠ 0 ∧ levelOp c 1 *ᵥ pairState c ψ j = (N : ℂ) • pairState c ψ j ∧
    mean (levelOp c f) (pairState c ψ j) =
      ((Fintype.card κ : ℂ) - N) / (Fintype.card κ - v) * mean (levelOp c f) ψ := by
  have low := pairState_lower h hP hv
  have cast_ne : ∀ i, v + i < Fintype.card κ → (Fintype.card κ : ℂ) - v - i ≠ 0 := by
    intro i hi e
    have e' : (Fintype.card κ : ℂ) = ((v + i : ℕ) : ℂ) := by
      push_cast
      linear_combination e
    have := Nat.cast_injective e'
    omega
  have hne : ∀ i, v + i ≤ Fintype.card κ → pairState c ψ i ≠ 0 := by
    intro i
    induction i with
    | zero => exact fun _ => hψ
    | succ i ih =>
      intro hi h0
      have l := low i
      rw [h0, mulVec_zero] at l
      rcases smul_eq_zero.mp l.symm with e | e
      · exact mul_ne_zero (Nat.cast_add_one_ne_zero i) (cast_ne i (by omega)) e
      · exact ih (by omega) e
  have adj : ∀ x y : m → ℂ, star ((pairOp c 1)ᴴ *ᵥ x) ⬝ᵥ y = star x ⬝ᵥ (pairOp c 1 *ᵥ y) := by
    intro x y
    rw [star_mulVec, conjTranspose_conjTranspose, ← dotProduct_mulVec]
  -- recursions for the squared norm, the unnormalised expectation of F and the transition element of P_f
  let x := fun i => star (pairState c ψ i) ⬝ᵥ pairState c ψ i
  let y := fun i => star (pairState c ψ i) ⬝ᵥ (levelOp c f *ᵥ pairState c ψ i)
  let z := fun i => star (pairState c ψ i) ⬝ᵥ (pairOp c f *ᵥ pairState c ψ (i + 1))
  have hx : ∀ i : ℕ, x (i + 1) = ((i : ℂ) + 1) * (Fintype.card κ - v - i) * x i := by
    intro i
    change star ((pairOp c 1)ᴴ *ᵥ pairState c ψ i) ⬝ᵥ pairState c ψ (i + 1) = _
    rw [adj, low, dotProduct_smul, smul_eq_mul]
  have hy : ∀ i : ℕ, y (i + 1) =
      ((i : ℂ) + 1) * (Fintype.card κ - v - i) * y i + 2 * z i := by
    intro i
    change star ((pairOp c 1)ᴴ *ᵥ pairState c ψ i) ⬝ᵥ
      (levelOp c f *ᵥ pairState c ψ (i + 1)) = _
    rw [adj, mulVec_mulVec, pairOp_levelOp h, add_mulVec, ← mulVec_mulVec, low, mulVec_smul,
      smul_mulVec, dotProduct_add, dotProduct_smul, dotProduct_smul]
    rfl
  have hz : ∀ i, z i = star (pairOp c 1 *ᵥ pairState c ψ i) ⬝ᵥ
      (pairOp c f *ᵥ pairState c ψ i) - y i := by
    intro i
    change star (pairState c ψ i) ⬝ᵥ
      (pairOp c f *ᵥ ((pairOp c 1)ᴴ *ᵥ pairState c ψ i)) = _
    rw [mulVec_mulVec, pairOp_creation h, hf, zero_smul, add_zero, sub_mulVec, ← mulVec_mulVec,
      dotProduct_sub, star_mulVec, ← dotProduct_mulVec]
  have key : ∀ i : ℕ,
      ((Fintype.card κ : ℂ) - v) * x 0 * y i = (Fintype.card κ - v - 2 * i) * x i * y 0 ∧
      ((Fintype.card κ : ℂ) - v) * x 0 * z i =
        -(((i : ℂ) + 1) * (Fintype.card κ - v - i) * x i * y 0) := by
    intro i
    induction i with
    | zero =>
      have z0 := hz 0
      rw [show pairOp c 1 *ᵥ pairState c ψ 0 = 0 from hP, star_zero, zero_dotProduct] at z0
      simp only [Nat.cast_zero]
      exact ⟨by ring, by linear_combination ((Fintype.card κ : ℂ) - v) * x 0 * z0⟩
    | succ i ih =>
      have hK : star (((i : ℂ) + 1) * (Fintype.card κ - v - i)) =
          ((i : ℂ) + 1) * (Fintype.card κ - v - i) := by simp [mul_comm]
      have z1 : z (i + 1) = ((i : ℂ) + 1) * (Fintype.card κ - v - i) * z i - y (i + 1) := by
        rw [hz, low, star_smul, hK, smul_dotProduct, smul_eq_mul]
      have y1 : ((Fintype.card κ : ℂ) - v) * x 0 * y (i + 1) =
          (Fintype.card κ - v - 2 * (i + 1)) * x (i + 1) * y 0 := by
        linear_combination ((Fintype.card κ : ℂ) - v) * x 0 * hy i
          + ((i : ℂ) + 1) * (Fintype.card κ - v - i) * ih.1 + 2 * ih.2
          - (Fintype.card κ - v - 2 * ((i : ℂ) + 1)) * y 0 * hx i
      push_cast
      refine ⟨y1, ?_⟩
      linear_combination ((Fintype.card κ : ℂ) - v) * x 0 * z1
        + ((i : ℂ) + 1) * (Fintype.card κ - v - i) * ih.2 - y1
        + ((i : ℂ) + 1) * (Fintype.card κ - v - i) * y 0 * hx i
  refine ⟨hne j hj, by rw [pairState_number h hv, hN]; push_cast; rfl, ?_⟩
  have hxj : x j ≠ 0 := fun e => hne j hj (dotProduct_star_self_eq_zero.mp e)
  have hx0 : x 0 ≠ 0 := fun e => hψ (dotProduct_star_self_eq_zero.mp e)
  have hd : (Fintype.card κ : ℂ) - v ≠ 0 := by simpa using cast_ne 0 (by omega)
  change y j / x j = _ / _ * (y 0 / x 0)
  rw [div_mul_div_comm, div_eq_div_iff hxj (mul_ne_zero hd hx0), hN]
  push_cast
  linear_combination (key j).1
```

**Q:** That is one mean. Is it a splitting?

**A:** The theorem treats one state at a time. For two such states $\phi,\psi$ with the same $v$, the recursions for $y_i$ and $z_i$ also hold between $\phi_i$ and $\psi_i$. Solving them with $K_0\cdots K_{j-1}$ in place of $x_j/x_0$ shows that off-diagonal elements between the normalised states scale by the same factor. In a finite shell whose degenerate states all have this paired form with the same $v<n$, the first-order crystal-field splittings for $N>n$ are therefore reversed relative to those of the $v$-electron states they are built from. Interaction energies and mixing between seniorities are left out of this model.

**Q:** Show me a case I can check.

**A:** Put one electron in level $k$ above a vacuum. It satisfies $P\psi=0$ and has field value $f_k$.

```lean
/-- If every annihilator sends `w` to zero, then `a_k† w` is annihilated by `P`, is multiplied by
`f_k` under every `F`, and is sent back to `w` by `a_k`. -/
theorem one_electron (h : CAR c) {w : m → ℂ} (hw : ∀ i, c i *ᵥ w = 0) (k : κ) :
    pairOp c 1 *ᵥ ((c (.inl k))ᴴ *ᵥ w) = 0 ∧
    (∀ f, levelOp c f *ᵥ ((c (.inl k))ᴴ *ᵥ w) = f k • ((c (.inl k))ᴴ *ᵥ w)) ∧
    c (.inl k) *ᵥ ((c (.inl k))ᴴ *ᵥ w) = w := by
  have hs : ∀ (g : κ → Matrix m m ℂ) (u : m → ℂ), (∑ l, g l) *ᵥ u = ∑ l, g l *ᵥ u :=
    fun g u => map_sum (AddMonoidHom.mk' (fun M : Matrix m m ℂ => M *ᵥ u)
      (fun A B => add_mulVec A B u)) g Finset.univ
  have t : ∀ i, c i *ᵥ ((c (.inl k))ᴴ *ᵥ w) = if i = .inl k then w else 0 := by
    intro i
    rw [mulVec_mulVec, eq_sub_of_add_eq (h.mixed i (.inl k)), sub_mulVec, ← mulVec_mulVec, hw,
      mulVec_zero, sub_zero]
    split_ifs <;> simp
  refine ⟨?_, fun f => ?_, by simp [t]⟩
  · rw [pairOp, hs]
    refine Finset.sum_eq_zero fun l _ => ?_
    rw [smul_mulVec, ← mulVec_mulVec, t]
    split_ifs <;> simp [hw]
  · rw [levelOp, hs, Finset.sum_eq_single k]
    · rw [smul_mulVec, add_mulVec, ← mulVec_mulVec, ← mulVec_mulVec, t, t]
      simp
    · intro l _ hl
      rw [smul_mulVec, add_mulVec, ← mulVec_mulVec, ← mulVec_mulVec, t, t]
      simp [hl]
    · simp
```

For $n\ge2$, adding $n-1$ pairs fills every other level, leaving one hole. The mean is $f_k+2\sum_{l\ne k}f_l=-f_k$. Lean obtains it from the general theorem with $v=1$.

```lean
/-- For `n = j + 2` levels and `∑ f_k = 0`, adding `n - 1` pairs to a single electron in level `k`
above a nonzero vacuum gives a nonzero state with mean `-f_k` of `F`. -/
theorem one_electron_reversal (h : CAR c) {w : m → ℂ} (hw0 : w ≠ 0) (hw : ∀ i, c i *ᵥ w = 0)
    {f : κ → ℂ} (hf : ∑ k, f k = 0) {j : ℕ} (hn : Fintype.card κ = j + 2) (k : κ) :
    pairState c ((c (.inl k))ᴴ *ᵥ w) (j + 1) ≠ 0 ∧
    mean (levelOp c f) (pairState c ((c (.inl k))ᴴ *ᵥ w) (j + 1)) = -f k := by
  obtain ⟨hP, hL, hr⟩ := one_electron h hw k
  have hψ : (c (.inl k))ᴴ *ᵥ w ≠ 0 := fun e => hw0 (by rw [← hr, e, mulVec_zero])
  obtain ⟨h1, -, h3⟩ := crystal_field_reversal (v := 1) (j := j + 1) h hf hψ hP
    (by simpa using hL 1) (by omega) (by omega) rfl
  have hm : mean (levelOp c f) ((c (.inl k))ᴴ *ᵥ w) = f k := by
    rw [mean, hL, dotProduct_smul, smul_eq_mul, mul_div_assoc,
      div_self (fun e => hψ (dotProduct_star_self_eq_zero.mp e)), mul_one]
  have hd : ((j + 2 : ℕ) : ℂ) - ((1 : ℕ) : ℂ) ≠ 0 := by
    intro e
    push_cast at e
    exact Nat.cast_add_one_ne_zero (R := ℂ) j (by linear_combination e)
  refine ⟨h1, ?_⟩
  rw [h3, hm, hn, div_mul_eq_mul_div, div_eq_iff hd]
  push_cast
  ring
```

**Q:** Do such matrices exist?

**A:** Yes, and for $n=2$ they are built explicitly. `addMode` doubles the space into empty and occupied copies of the new mode; the sign on the occupied copy makes old and new modes anticommute.

```lean
/-- Adds one fermion mode by doubling the state space; the old modes change sign on the
second copy. -/
def addMode {n : ℕ} (d : Fin n → Matrix m m ℂ) : Fin (n + 1) → Matrix (m ⊕ m) (m ⊕ m) ℂ :=
  Fin.cons (fromBlocks 0 1 0 0) (fun i => fromBlocks (d i) 0 0 (-d i))

/-- Adding a mode preserves the anticommutation relations and the vacuum. -/
theorem addMode_car {n : ℕ} {d : Fin n → Matrix m m ℂ} (h : CAR d) {w : m → ℂ}
    (hw : ∀ i, d i *ᵥ w = 0) :
    CAR (addMode d) ∧ ∀ i, addMode d i *ᵥ Sum.elim w 0 = 0 := by
  have z : fromBlocks (0 : Matrix m m ℂ) 0 0 (0 : Matrix m m ℂ) = 0 := by
    ext (p | p) (q | q) <;> rfl
  refine ⟨⟨fun i j => ?_, fun i j => ?_⟩, fun i => ?_⟩
  · refine Fin.cases ?_ (fun i => ?_) i <;> refine Fin.cases ?_ (fun j => ?_) j <;>
      simp [addMode, fromBlocks_multiply, fromBlocks_add, h.anti, z]
  · refine Fin.cases ?_ (fun i => ?_) i <;> refine Fin.cases ?_ (fun j => ?_) j
    · simp [addMode, fromBlocks_multiply, fromBlocks_add, fromBlocks_conjTranspose]
    · simp [addMode, fromBlocks_multiply, fromBlocks_add, fromBlocks_conjTranspose, z,
        (Fin.succ_ne_zero j).symm]
    · simp [addMode, fromBlocks_multiply, fromBlocks_add, fromBlocks_conjTranspose, z]
    · by_cases hij : i = j <;>
        simp [addMode, fromBlocks_multiply, fromBlocks_add, fromBlocks_conjTranspose, h.mixed,
          hij, z]
  · refine Fin.cases ?_ (fun i => ?_) i <;> ext (p | p) <;>
      simp [addMode, fromBlocks_mulVec, hw]
```

Four doublings give 16 basis states and a nonzero vacuum, as the one-electron case requires.

```lean
/-- Two copies of a set of basis states. -/
abbrev Double (m : Type) := m ⊕ m

/-- The four modes of two paired levels, built one by one from a single basis state. -/
def twoLevel (i : Fin 2 ⊕ Fin 2) :
    Matrix (Double (Double (Double (Double Unit)))) (Double (Double (Double (Double Unit)))) ℂ :=
  addMode (addMode (addMode (addMode (fun _ : Fin 0 => (0 : Matrix Unit Unit ℂ)))))
    ((finSumFinEquiv : Fin 2 ⊕ Fin 2 ≃ Fin 4) i)

/-- The vacuum of the two paired levels. -/
def twoLevelVacuum : Double (Double (Double (Double Unit))) → ℂ :=
  Sum.elim (Sum.elim (Sum.elim (Sum.elim (fun _ => 1) 0) 0) 0) 0

/-- The explicit modes of two paired levels obey the anticommutation relations and annihilate
their nonzero vacuum. -/
theorem twoLevel_witness :
    CAR twoLevel ∧ twoLevelVacuum ≠ 0 ∧ ∀ i, twoLevel i *ᵥ twoLevelVacuum = 0 := by
  have h0 : CAR (fun _ : Fin 0 => (0 : Matrix Unit Unit ℂ)) :=
    ⟨fun i => i.elim0, fun i => i.elim0⟩
  have s1 := addMode_car h0 (w := fun _ => 1) (fun i => i.elim0)
  have s2 := addMode_car s1.1 s1.2
  have s3 := addMode_car s2.1 s2.2
  have s4 := addMode_car s3.1 s3.2
  refine ⟨⟨fun i j => s4.1.anti _ _, fun i j => ?_⟩, fun e => ?_, fun i => s4.2 _⟩
  · exact (s4.1.mixed ((finSumFinEquiv : Fin 2 ⊕ Fin 2 ≃ Fin 4) i)
      ((finSumFinEquiv : Fin 2 ⊕ Fin 2 ≃ Fin 4) j)).trans
      (if_congr (finSumFinEquiv : Fin 2 ⊕ Fin 2 ≃ Fin 4).injective.eq_iff rfl rfl)
  · exact one_ne_zero (α := ℂ) (congrFun e (.inl (.inl (.inl (.inl ())))))

end

end SeniorityCrystalField
```

```lean
#print axioms SeniorityCrystalField.one_electron_reversal
```

```
'SeniorityCrystalField.one_electron_reversal' depends on axioms: [propext, Classical.choice, Quot.sound]
```
